# Metric-derivative terms in the gradients of real four-component orbital and SCF energies

Take one basis function, with a constant Hamiltonian element $h$ and an overlap $m(t)>0$ that changes with a nuclear coordinate $t$. The equation $hx=e\,mx$ with $m x^2=1$ gives $e=h/m$ and $x^2=1/m$, so

$$e'=-\frac{h\,m'}{m^2}=-e\,x^2m'.$$

The Hamiltonian element never changed, yet the energy has a slope. It comes entirely from the metric: as $m$ moves, the coefficient $x$ must readjust to stay normalised.

## The gradient for a matrix pencil

Let $H(t)$ and $M(t)$ be real matrices, symmetric at the geometry $t_0$ and differentiable there, and let $x(t)$ be a coefficient vector differentiable at $t_0$. If $Hx=eMx$ and $x^TMx=1$ hold near $t_0$, then $e$ is differentiable at $t_0$ and

$$e'=x^T(H'-eM')x .$$

In a restricted-kinetic-balance basis, $x=(a,b)$ has a large-component part $a$ and a small-component part $b$. The metric is $M=\mathrm{diag}(S,\,T/(2c^2))$, with overlap matrix $S$, kinetic-energy matrix $T$ and speed of light $c\neq0$ in atomic units. The metric term becomes

$$-e\,a^TS'a-\frac{e\,b^TT'b}{2c^2}.$$

The motion of the basis functions also enters through $H'$. If $H$ is a Fock matrix, $H'$ is its total derivative and includes the response of the density; the response drops out of the total SCF energy gradient below, but not out of the gradient of a single SCF orbital energy.

## Where a gradient code uses it

An analytic SCF gradient contracts $M'$ with the energy-weighted density $\sum_i e_i x_ix_i^T$ and solves no response equations for the orbitals. For a real four-component calculation in a restricted-kinetic-balance basis that moves with the nuclei, the formula shows that this contraction needs the derivative of the small-component metric as well as that of the overlap. A code that leaves $T'$ out of this contraction will in general disagree with finite differences of its own energy.

## Eliminating the orbital response

For a matrix $A(t)$ that is symmetric at $t_0$, the product rule gives

$$(x^TAx)'=x'^TAx+x^TA'x+x^TAx'=x^TA'x+2x'^TAx .$$

With $A=M$ the left side is the derivative of the constant 1, so

$$2x'^TMx=-x^TM'x .$$

Multiplying the eigenvalue equation by $x^T$ gives $e=x^THx$ near $t_0$. Differentiating, then using $Hx=eMx$, gives

$$e'=x^TH'x+2x'^THx=x^TH'x+2e\,x'^TMx=x^TH'x-e\,x^TM'x .$$

For the block metric, $M'=\mathrm{diag}(S',T'/(2c^2))$. The off-diagonal blocks vanish, so $x^TM'x=a^TS'a+b^TT'b/(2c^2)$.

For SCF, let $D_{pq}=\sum_i x_{ip}x_{iq}$ be the density of the occupied orbitals $x_i$, and let

$$E[h,g;D]=\sum_{pq}h_{pq}D_{pq}+\tfrac12\sum_{pq,rs}D_{pq}\,g_{pq,rs}D_{rs},\qquad F_{pq}=h_{pq}+\sum_{rs}g_{pq,rs}D_{rs},$$

where $h$ holds the one-electron integrals, $g$ the two-electron integrals and $F$ is the Fock matrix. Since $g$ is symmetric under exchange of the pairs $pq$ and $rs$,

$$E'=E[h',g';D]+\sum_{pq}F_{pq}D'_{pq}.$$

Here $D'_{pq}=\sum_i(x'_{ip}x_{iq}+x_{ip}x'_{iq})$. With $F$ symmetric and $Fx_i=e_iMx_i$, the last sum is

$$\sum_i 2x_i'^TFx_i=\sum_i 2e_i\,x_i'^TMx_i=-\sum_i e_i\,x_i^TM'x_i .$$

## A slope of −4 with a constant Hamiltonian

Let

$$H=\begin{pmatrix}0&1\\1&0\end{pmatrix},\qquad M(t)=\frac{e^{2t}}2\begin{pmatrix}1&0\\0&1\end{pmatrix},\qquad x(t)=e^{-t}\begin{pmatrix}1\\1\end{pmatrix}.$$

Then $x^TMx=1$, and the level is $2e^{-2t}$, with slope $-4$ at $t=0$. The formula agrees: at $t=0$ the level is 2, $M'$ is the identity and $x=(1,1)$, so the metric term is $-2\cdot2=-4$.

Read as a kinetic-balance metric with one function per component, this has $S=e^{2t}/2$ and $T=c^2e^{2t}$. The large and small components then contribute $-2$ each. The pencil is a toy model: in a restricted-kinetic-balance basis the off-diagonal blocks of the Dirac Hamiltonian are $T$ itself, so the matrix of an actual Dirac Hamiltonian could not stay constant while $T$ changes.

## The Lean file

```lean
import Mathlib

open Matrix Topology Filter

namespace FourComponentGradient

noncomputable section

variable {n o : Type*} [Fintype n] [Fintype o]

/-- The matrix path `A` has the entrywise derivative `A'` at the nuclear coordinate `t₀`. -/
def MatDeriv {m : Type*} (A : ℝ → Matrix m m ℝ) (A' : Matrix m m ℝ) (t₀ : ℝ) : Prop :=
  ∀ i j, HasDerivAt (fun t => A t i j) (A' i j) t₀

/-- The coefficient vector path `x` has the entrywise derivative `x'` at `t₀`. -/
def VecDeriv {m : Type*} (x : ℝ → m → ℝ) (x' : m → ℝ) (t₀ : ℝ) : Prop :=
  ∀ i, HasDerivAt (fun t => x t i) (x' i) t₀

/-- The metric of a restricted-kinetic-balance basis: overlap `S` for the large component,
`T / (2c²)` for the small component. -/
def rkbMetric (c : ℝ) (S T : Matrix n n ℝ) : Matrix (n ⊕ n) (n ⊕ n) ℝ :=
  fromBlocks S 0 0 ((1 / (2 * c ^ 2)) • T)

/-- The density matrix of the occupied orbitals, indexed by pairs of basis functions. -/
def density (x : o → n → ℝ) : n × n → ℝ := fun k => ∑ i, x i k.1 * x i k.2

/-- The SCF energy with one-electron matrix `h` and two-electron matrix `g` on index pairs. -/
def scfEnergy (h : Matrix n n ℝ) (g : Matrix (n × n) (n × n) ℝ) (D : n × n → ℝ) : ℝ :=
  ∑ k : n × n, h k.1 k.2 * D k + 1 / 2 * (D ⬝ᵥ g *ᵥ D)

/-- The Fock matrix: one-electron matrix plus the mean field of the density `D`. -/
def fock (h : Matrix n n ℝ) (g : Matrix (n × n) (n × n) ℝ) (D : n × n → ℝ) :
    Matrix n n ℝ := Matrix.of fun p q => h p q + (g *ᵥ D) (p, q)

/-- A symmetric matrix may be moved from one side of a matrix element to the other. -/
theorem symm_element {A : Matrix n n ℝ} (hA : A.IsSymm) (x y : n → ℝ) :
    x ⬝ᵥ A *ᵥ y = y ⬝ᵥ A *ᵥ x := by
  rw [Matrix.dotProduct_mulVec, ← Matrix.mulVec_transpose, hA.eq, dotProduct_comm]

/-- The derivative of `xᵀAx` is the derivative-matrix term plus twice the response term. -/
theorem quadratic_deriv {A : ℝ → Matrix n n ℝ} {A' : Matrix n n ℝ} {x : ℝ → n → ℝ}
    {x' : n → ℝ} {t₀ : ℝ} (hA : MatDeriv A A' t₀) (hx : VecDeriv x x' t₀)
    (hs : (A t₀).IsSymm) :
    HasDerivAt (fun t => x t ⬝ᵥ A t *ᵥ x t)
      (x t₀ ⬝ᵥ A' *ᵥ x t₀ + 2 * (x' ⬝ᵥ A t₀ *ᵥ x t₀)) t₀ := by
  have h := HasDerivAt.fun_sum (u := Finset.univ) fun i _ =>
    (hx i).fun_mul (HasDerivAt.fun_sum (u := Finset.univ) fun j _ => (hA i j).fun_mul (hx j))
  refine HasDerivAt.congr_deriv h ?_
  have e : x' ⬝ᵥ A t₀ *ᵥ x t₀ = x t₀ ⬝ᵥ A t₀ *ᵥ x' := symm_element hs _ _
  rw [two_mul]
  nth_rewrite 2 [e]
  simp only [dotProduct, mulVec, Finset.sum_add_distrib, mul_add]
  ring

/-- Conservation of the norm fixes the overlap of an orbital with its own response. -/
theorem norm_response {M : ℝ → Matrix n n ℝ} {M' : Matrix n n ℝ} {x : ℝ → n → ℝ}
    {x' : n → ℝ} {t₀ : ℝ} (hM : MatDeriv M M' t₀) (hx : VecDeriv x x' t₀)
    (hs : (M t₀).IsSymm) (hn : ∀ᶠ t in 𝓝 t₀, x t ⬝ᵥ M t *ᵥ x t = 1) :
    2 * (x' ⬝ᵥ M t₀ *ᵥ x t₀) = -(x t₀ ⬝ᵥ M' *ᵥ x t₀) := by
  have h0 : HasDerivAt (fun t => x t ⬝ᵥ M t *ᵥ x t) 0 t₀ :=
    (hasDerivAt_const t₀ (1 : ℝ)).congr_of_eventuallyEq hn
  have h1 := (quadratic_deriv hM hx hs).unique h0
  linarith

/-- Gradient of an orbital energy in a moving basis: `e' = xᵀ(H' - eM')x`. -/
theorem orbital_energy_gradient {H M : ℝ → Matrix n n ℝ} {H' M' : Matrix n n ℝ}
    {x : ℝ → n → ℝ} {x' : n → ℝ} {e : ℝ → ℝ} {t₀ : ℝ}
    (hH : MatDeriv H H' t₀) (hM : MatDeriv M M' t₀) (hx : VecDeriv x x' t₀)
    (sH : (H t₀).IsSymm) (sM : (M t₀).IsSymm)
    (heig : ∀ᶠ t in 𝓝 t₀, H t *ᵥ x t = e t • (M t *ᵥ x t))
    (hn : ∀ᶠ t in 𝓝 t₀, x t ⬝ᵥ M t *ᵥ x t = 1) :
    HasDerivAt e (x t₀ ⬝ᵥ (H' - e t₀ • M') *ᵥ x t₀) t₀ := by
  -- near `t₀` the orbital energy is the expectation value of `H`
  have he : e =ᶠ[𝓝 t₀] fun t => x t ⬝ᵥ H t *ᵥ x t := by
    filter_upwards [heig, hn] with t h1 h2
    rw [h1, dotProduct_smul, h2, smul_eq_mul, mul_one]
  refine ((quadratic_deriv hH hx sH).congr_of_eventuallyEq he).congr_deriv ?_
  -- the eigenvalue equation turns the response term into a metric term
  rw [heig.self_of_nhds, dotProduct_smul, Matrix.sub_mulVec, Matrix.smul_mulVec,
    dotProduct_sub, dotProduct_smul, smul_eq_mul, smul_eq_mul]
  linear_combination e t₀ * norm_response hM hx sM hn

/-- The quadratic form of the kinetic-balance metric splits into large and small parts. -/
theorem rkbMetric_quadratic (c : ℝ) (S T : Matrix n n ℝ) (a b : n → ℝ) :
    Sum.elim a b ⬝ᵥ rkbMetric c S T *ᵥ Sum.elim a b
      = a ⬝ᵥ S *ᵥ a + (b ⬝ᵥ T *ᵥ b) / (2 * c ^ 2) := by
  simp only [rkbMetric, dotProduct, mulVec, Fintype.sum_sum_type, Sum.elim_inl, Sum.elim_inr,
    fromBlocks_apply₁₁, fromBlocks_apply₁₂, fromBlocks_apply₂₁, fromBlocks_apply₂₂,
    Matrix.zero_apply, zero_mul, Finset.sum_const_zero, add_zero, zero_add,
    Matrix.smul_apply, smul_eq_mul]
  congr 1
  simp only [Finset.sum_div, Finset.mul_sum]
  exact Finset.sum_congr rfl fun i _ => Finset.sum_congr rfl fun j _ => by ring

/-- With the metric `rkbMetric` and `x = (a, b)`, the orbital-energy gradient is `xᵀH'x - e aᵀS'a -
e bᵀT'b / (2c²)`. -/
theorem rkb_orbital_energy_gradient (c : ℝ) {H : ℝ → Matrix (n ⊕ n) (n ⊕ n) ℝ}
    {H' : Matrix (n ⊕ n) (n ⊕ n) ℝ} {S T : ℝ → Matrix n n ℝ} {S' T' : Matrix n n ℝ}
    {a b : ℝ → n → ℝ} {a' b' : n → ℝ} {e : ℝ → ℝ} {t₀ : ℝ}
    (hH : MatDeriv H H' t₀) (hS : MatDeriv S S' t₀) (hT : MatDeriv T T' t₀)
    (ha : VecDeriv a a' t₀) (hb : VecDeriv b b' t₀)
    (sH : (H t₀).IsSymm) (sS : (S t₀).IsSymm) (sT : (T t₀).IsSymm)
    (heig : ∀ᶠ t in 𝓝 t₀, H t *ᵥ Sum.elim (a t) (b t)
      = e t • (rkbMetric c (S t) (T t) *ᵥ Sum.elim (a t) (b t)))
    (hn : ∀ᶠ t in 𝓝 t₀,
      Sum.elim (a t) (b t) ⬝ᵥ rkbMetric c (S t) (T t) *ᵥ Sum.elim (a t) (b t) = 1) :
    HasDerivAt e (Sum.elim (a t₀) (b t₀) ⬝ᵥ H' *ᵥ Sum.elim (a t₀) (b t₀)
      - e t₀ * (a t₀ ⬝ᵥ S' *ᵥ a t₀) - e t₀ * (b t₀ ⬝ᵥ T' *ᵥ b t₀) / (2 * c ^ 2)) t₀ := by
  have hM : MatDeriv (fun t => rkbMetric c (S t) (T t)) (rkbMetric c S' T') t₀ := by
    rintro (i | i) (j | j)
    · exact hS i j
    · exact hasDerivAt_const t₀ (0 : ℝ)
    · exact hasDerivAt_const t₀ (0 : ℝ)
    · exact (hT i j).const_mul (1 / (2 * c ^ 2))
  have hx : VecDeriv (fun t => Sum.elim (a t) (b t)) (Sum.elim a' b') t₀ := by
    rintro (i | i)
    · exact ha i
    · exact hb i
  have sM : (rkbMetric c (S t₀) (T t₀)).IsSymm :=
    Matrix.IsSymm.fromBlocks sS Matrix.transpose_zero (sT.smul _)
  refine (orbital_energy_gradient hH hM hx sH sM heig hn).congr_deriv ?_
  rw [Matrix.sub_mulVec, Matrix.smul_mulVec, dotProduct_sub, dotProduct_smul,
    rkbMetric_quadratic, smul_eq_mul]
  ring

/-- The SCF energy changes through the derivative integrals and through the Fock matrix
contracted with the change of the density. -/
theorem scfEnergy_deriv {h : ℝ → Matrix n n ℝ} {h' : Matrix n n ℝ}
    {g : ℝ → Matrix (n × n) (n × n) ℝ} {g' : Matrix (n × n) (n × n) ℝ}
    {D : ℝ → n × n → ℝ} {D' : n × n → ℝ} {t₀ : ℝ} (hh : MatDeriv h h' t₀)
    (hg : MatDeriv g g' t₀) (hD : VecDeriv D D' t₀) (sg : (g t₀).IsSymm) :
    HasDerivAt (fun t => scfEnergy (h t) (g t) (D t))
      (scfEnergy h' g' (D t₀) + ∑ k : n × n, fock (h t₀) (g t₀) (D t₀) k.1 k.2 * D' k) t₀ := by
  have h1 := HasDerivAt.fun_sum (u := Finset.univ) fun (k : n × n) _ =>
    (hh k.1 k.2).fun_mul (hD k)
  have h2 := (quadratic_deriv hg hD sg).const_mul (1 / 2)
  refine HasDerivAt.congr_deriv (h1.fun_add h2) ?_
  have h3 : ∑ k : n × n, fock (h t₀) (g t₀) (D t₀) k.1 k.2 * D' k
      = ∑ k : n × n, h t₀ k.1 k.2 * D' k + D' ⬝ᵥ g t₀ *ᵥ D t₀ := by
    rw [dotProduct, ← Finset.sum_add_distrib]
    refine Finset.sum_congr rfl fun k _ => ?_
    simp only [fock, Matrix.of_apply, Prod.mk.eta]
    ring
  rw [h3, scfEnergy, Finset.sum_add_distrib]
  ring

/-- Contracting a matrix with a sum of orbital products gives a sum of matrix elements. -/
theorem contract_orbitals (F : Matrix n n ℝ) (u v : o → n → ℝ) :
    ∑ k : n × n, F k.1 k.2 * ∑ i, u i k.1 * v i k.2 = ∑ i, u i ⬝ᵥ F *ᵥ v i := by
  simp_rw [Finset.mul_sum]
  rw [Finset.sum_comm]
  refine Finset.sum_congr rfl fun i _ => ?_
  rw [Fintype.sum_prod_type]
  simp only [dotProduct, mulVec, Finset.mul_sum]
  exact Finset.sum_congr rfl fun p _ => Finset.sum_congr rfl fun q _ => by ring

/-- The SCF energy gradient is the energy expression with derivative integrals minus the
metric derivative weighted by the orbital energies. -/
theorem scf_gradient {h M : ℝ → Matrix n n ℝ} {h' M' : Matrix n n ℝ}
    {g : ℝ → Matrix (n × n) (n × n) ℝ} {g' : Matrix (n × n) (n × n) ℝ}
    {x : ℝ → o → n → ℝ} {x' : o → n → ℝ} {e : o → ℝ} {t₀ : ℝ}
    (hh : MatDeriv h h' t₀) (hg : MatDeriv g g' t₀) (hM : MatDeriv M M' t₀)
    (hx : ∀ i, VecDeriv (fun t => x t i) (x' i) t₀)
    (sg : (g t₀).IsSymm) (sM : (M t₀).IsSymm)
    (sF : (fock (h t₀) (g t₀) (density (x t₀))).IsSymm)
    (hscf : ∀ i, fock (h t₀) (g t₀) (density (x t₀)) *ᵥ x t₀ i = e i • (M t₀ *ᵥ x t₀ i))
    (hn : ∀ i, ∀ᶠ t in 𝓝 t₀, x t i ⬝ᵥ M t *ᵥ x t i = 1) :
    HasDerivAt (fun t => scfEnergy (h t) (g t) (density (x t)))
      (scfEnergy h' g' (density (x t₀)) - ∑ i, e i * (x t₀ i ⬝ᵥ M' *ᵥ x t₀ i)) t₀ := by
  have hD : VecDeriv (fun t => density (x t))
      (fun k => ∑ i, x' i k.1 * x t₀ i k.2 + ∑ i, x t₀ i k.1 * x' i k.2) t₀ := by
    intro k
    have hk := HasDerivAt.fun_sum (u := Finset.univ) fun i _ =>
      (hx i k.1).fun_mul (hx i k.2)
    exact HasDerivAt.congr_deriv hk Finset.sum_add_distrib
  refine (scfEnergy_deriv hh hg hD sg).congr_deriv ?_
  rw [sub_eq_add_neg]
  congr 1
  simp only [mul_add, Finset.sum_add_distrib, contract_orbitals]
  rw [← Finset.sum_add_distrib, ← Finset.sum_neg_distrib]
  -- orbital by orbital, the response is removed by self-consistency and normalisation
  refine Finset.sum_congr rfl fun i _ => ?_
  rw [symm_element sF (x t₀ i) (x' i), hscf i, dotProduct_smul, smul_eq_mul]
  linear_combination e i * norm_response hM (hx i) sM (hn i)

/-- A pencil with constant `H` and moving metric: the vector `exp(-t)(1,1)` is a normalised
solution with energy `2 exp(-t)²`, whose slope at `t = 0` is `-4`. -/
theorem pulay_witness :
    (∀ t : ℝ, !![0, 1; 1, 0] *ᵥ ![Real.exp (-t), Real.exp (-t)]
      = (2 * Real.exp (-t) ^ 2) • (!![Real.exp t ^ 2 / 2, 0; 0, Real.exp t ^ 2 / 2] *ᵥ
        ![Real.exp (-t), Real.exp (-t)])) ∧
    (∀ t : ℝ, ![Real.exp (-t), Real.exp (-t)] ⬝ᵥ
      !![Real.exp t ^ 2 / 2, 0; 0, Real.exp t ^ 2 / 2] *ᵥ
        ![Real.exp (-t), Real.exp (-t)] = 1) ∧
    HasDerivAt (fun t : ℝ => 2 * Real.exp (-t) ^ 2) (-4) 0 := by
  have key : ∀ t : ℝ, Real.exp (-t) * Real.exp t = 1 := fun t => by
    rw [← Real.exp_add, neg_add_cancel, Real.exp_zero]
  refine ⟨fun t => ?_, fun t => ?_, ?_⟩
  · have h := key t
    generalize Real.exp (-t) = u at *
    generalize Real.exp t = w at *
    ext i
    fin_cases i <;> simp [Matrix.mulVec, dotProduct, Fin.sum_univ_succ] <;>
      linear_combination (-(u + u ^ 2 * w)) * h
  · have h := key t
    generalize Real.exp (-t) = u at *
    generalize Real.exp t = w at *
    simp only [Matrix.mulVec, dotProduct, Fin.sum_univ_two, Matrix.of_apply,
      Matrix.cons_val_zero, Matrix.cons_val_one]
    linear_combination (u * w + 1) * h
  · have h := (((hasDerivAt_neg' (0 : ℝ)).exp).fun_pow 2).const_mul 2
    exact h.congr_deriv (by norm_num)

end

end FourComponentGradient
```

```lean
#print axioms FourComponentGradient.rkb_orbital_energy_gradient
-- 'FourComponentGradient.rkb_orbital_energy_gradient' depends on axioms: [propext, Classical.choice, Quot.sound]
#print axioms FourComponentGradient.scf_gradient
-- 'FourComponentGradient.scf_gradient' depends on axioms: [propext, Classical.choice, Quot.sound]
```

## How the Lean statements map to the physics

`MatDeriv` and `VecDeriv` express entrywise differentiability at one geometry, along one real coordinate. The notation `∀ᶠ t in 𝓝 t₀` means "for all geometries in some neighbourhood of `t₀`". In `orbital_energy_gradient`, the eigenvalue equation and the normalisation hold in that sense, while symmetry is required only at `t₀`. Differentiability of `e` is a conclusion; differentiability of the orbital is assumed, which can fail for a badly chosen orbital at a degeneracy.

In `rkbMetric`, the type `n ⊕ n` labels large and small functions, and `Sum.elim a b` is the stacked vector $(a,b)$. The factor $1/(2c^2)$ stands for small-component functions generated by $\boldsymbol\sigma\cdot\mathbf p/(2c)$ with unit electron mass. The theorem itself takes `S` and `T` as arbitrary differentiable matrices, symmetric at `t₀`; it does not construct them from integrals.

In `scf_gradient`, `o` labels singly occupied orbitals and `g` acts on index pairs, so it may hold Coulomb integrals or Coulomb minus exchange. Self-consistency is needed only at `t₀`, in canonical form with one energy per orbital. Normalisation must hold nearby. Orthogonality between orbitals, which a physical determinant has, is not needed as a hypothesis. The Fock matrix is assumed symmetric. Nuclear repulsion is absent from `scfEnergy`, and its derivative has to be added separately.

Complex spinors, and the existence or convergence of an SCF solution, are not covered.

## How the proof follows the derivation

`symm_element` moves a symmetric matrix across a matrix element, and `quadratic_deriv` uses it to merge the two response terms of the product rule. `norm_response` compares that derivative with the derivative of the constant 1; uniqueness of derivatives gives the normalisation identity.

`orbital_energy_gradient` first identifies `e` with $x^THx$ near `t₀`. It then rewrites $Hx$ by the eigenvalue equation, and the closing `linear_combination` adds `e t₀` times the normalisation identity. `rkbMetric_quadratic` evaluates the block form, and `rkb_orbital_energy_gradient` checks the derivative and symmetry of the metric block by block before applying the general result.

For SCF, `scfEnergy_deriv` produces the Fock contraction and `contract_orbitals` turns it into orbital matrix elements. `scf_gradient` then removes the response orbital by orbital. `pulay_witness` verifies the eigenvalue equation, the normalisation and the slope of the $2\times2$ example by direct calculation, without using the gradient theorem.

## A nonsymmetric Hamiltonian breaks the formula

Let $M$ be the identity and

$$H(t)=\begin{pmatrix}1&1\\t&0\end{pmatrix},\qquad e(t)=\frac{1+\sqrt{1+4t}}2 .$$

Near $t=0$, the vector $(e,t)$ is an eigenvector, because $e+t=e^2$, and it can be normalised smoothly. The true slope at $t=0$ is $e'=1$. There $x=(1,0)$, so $x^TH'x=0$ and the formula predicts zero. Without symmetry, $x^THx'$ no longer equals $x'^THx$, and normalisation alone does not remove the response.
